# An implicit midpoint step with a symmetric linear mean field conserves tr P, tr P² and the energy

Take a two-level system without mean field. With the Pauli matrices $\boldsymbol\sigma$, write its density matrix as $P=(1+\mathbf r\cdot\boldsymbol\sigma)/2$ and its Hamiltonian as $h=\boldsymbol\omega\cdot\boldsymbol\sigma/2$, where $\mathbf r$ and $\boldsymbol\omega$ are real vectors. In units with $\hbar=1$, the equation of motion $i\,dP/dt=[h,P]$ is the precession $d\mathbf r/dt=\boldsymbol\omega\times\mathbf r$. An implicit midpoint step of length $\tau$ from $\mathbf r_0$ to $\mathbf r_1$ replaces it by

$$\mathbf r_1-\mathbf r_0=\tau\,\boldsymbol\omega\times\mathbf m,\qquad \mathbf m=\tfrac12(\mathbf r_0+\mathbf r_1).$$

The increment is perpendicular to $\mathbf m$, so $|\mathbf r_1|^2-|\mathbf r_0|^2=2\,\mathbf m\cdot(\mathbf r_1-\mathbf r_0)=0$. It is also perpendicular to $\boldsymbol\omega$, so the energy $\operatorname{tr}(hP)=\boldsymbol\omega\cdot\mathbf r/2$ does not change. Neither argument needs a small $\tau$. For larger matrices and a mean field, the trace of a product takes the place of the scalar product.

## Density matrices, mean field and energy

Matrices are complex and square, with rows and columns labelled by a finite type `n`, which stands for an orthonormal one-particle basis.

```lean
import Mathlib

open Matrix

namespace ImplicitMidpointDensity

noncomputable section

variable {n : Type*} [Fintype n]
```

The core Hamiltonian $h$ is a fixed matrix, and the mean field $G$ is a complex-linear map from matrices to matrices. The Fock matrix is

$$F(P)=h+G(P).$$

Coulomb and exchange terms of Hartree–Fock theory have this linear form; a general exchange–correlation potential does not.

```lean
/-- The Fock matrix: core Hamiltonian plus the mean field of the density matrix `P`. -/
def fock (h : Matrix n n ℂ) (G : Matrix n n ℂ →ₗ[ℂ] Matrix n n ℂ) (P : Matrix n n ℂ) :
    Matrix n n ℂ := h + G P
```

The energy counts the interaction once, hence the factor one half:

$$E(P)=\operatorname{tr}(hP)+\tfrac12\operatorname{tr}(P\,G(P)).$$

No matrix is required to be Hermitian, so `energy` takes complex values.

```lean
/-- The mean-field energy `tr(hP) + tr(P G(P))/2`. -/
def energy (h : Matrix n n ℂ) (G : Matrix n n ℂ →ₗ[ℂ] Matrix n n ℂ) (P : Matrix n n ℂ) : ℂ :=
  trace (h * P) + trace (P * G P) / 2
```

The midpoint of a step from $P_0$ to $P_1$ is $M=(P_0+P_1)/2$.

```lean
/-- The average of the density matrices before and after a step. -/
def midpoint (P₀ P₁ : Matrix n n ℂ) : Matrix n n ℂ := (1 / 2 : ℂ) • (P₀ + P₁)
```

The step discretises $i\,dP/dt=[F(P),P]$ by evaluating the right-hand side at the midpoint:

$$P_1-P_0=-i\tau\,[F(M),M].$$

Since $M$ contains $P_1$, this is an equation to be solved. `IsMidpointStep` says that a given pair satisfies it exactly, for a real $\tau$ of any size and either sign. Whether a solution exists, and how an iteration finds it, is left open.

```lean
/-- `P₁` follows from `P₀` by an implicit midpoint step of length `τ`:
`P₁ - P₀ = -iτ [F(M), M]`, with `M` the midpoint. -/
def IsMidpointStep (h : Matrix n n ℂ) (G : Matrix n n ℂ →ₗ[ℂ] Matrix n n ℂ) (τ : ℝ)
    (P₀ P₁ : Matrix n n ℂ) : Prop :=
  P₁ - P₀ = (-(Complex.I * (τ : ℂ))) •
    (fock h G (midpoint P₀ P₁) * midpoint P₀ P₁ - midpoint P₀ P₁ * fock h G (midpoint P₀ P₁))
```

## Commutators are trace-orthogonal to what commutes with M

Let $X$ commute with $M$. Cyclicity of the trace gives

$$\operatorname{tr}(X[F,M])=\operatorname{tr}(XFM)-\operatorname{tr}(XMF)=\operatorname{tr}(MXF)-\operatorname{tr}(XMF)=0.$$

The rewriting below follows this line: `trace_mul_comm` moves $M$ to the front, and `hX` makes the two terms equal.

```lean
/-- A matrix that commutes with `M` is trace-orthogonal to every commutator `[F, M]`. -/
theorem trace_mul_commutator {X M : Matrix n n ℂ} (F : Matrix n n ℂ) (hX : X * M = M * X) :
    trace (X * (F * M - M * F)) = 0 := by
  rw [mul_sub, trace_sub, ← mul_assoc, ← mul_assoc, trace_mul_comm (X * F) M, ← mul_assoc,
    hX, sub_self]
```

## The energy difference as a single trace

Put $D=P_1-P_0$. Linearity of $G$ gives

$$\operatorname{tr}(G(M)D)=\tfrac12\big[\operatorname{tr}(P_1G(P_1))-\operatorname{tr}(P_0G(P_0))+\operatorname{tr}(P_1G(P_0))-\operatorname{tr}(P_0G(P_1))\big].$$

Now assume that $\operatorname{tr}(A\,G(B))=\operatorname{tr}(B\,G(A))$ for all $A$ and $B$. Physically, the energy of distribution $A$ in the field of $B$ equals that of $B$ in the field of $A$, as for a pair interaction between identical particles. The last two terms then cancel, and adding $\operatorname{tr}(hD)$ gives

$$E(P_1)-E(P_0)=\operatorname{tr}(F(M)\,D).$$

This holds for any two matrices, whether or not a step connects them. In the proof, `c1` to `c4` are the cyclic exchanges, `simp only` expands both sides, and `linear_combination` adds the symmetry `hG P₀ P₁`.

```lean
/-- For a symmetric mean field, the energy difference of two density matrices is the trace of the
Fock matrix at their midpoint times their difference. -/
theorem energy_sub_energy (h : Matrix n n ℂ) (G : Matrix n n ℂ →ₗ[ℂ] Matrix n n ℂ)
    (hG : ∀ A B, trace (A * G B) = trace (B * G A)) (P₀ P₁ : Matrix n n ℂ) :
    energy h G P₁ - energy h G P₀ = trace (fock h G (midpoint P₀ P₁) * (P₁ - P₀)) := by
  have c1 := trace_mul_comm (G P₀) P₁
  have c2 := trace_mul_comm (G P₀) P₀
  have c3 := trace_mul_comm (G P₁) P₁
  have c4 := trace_mul_comm (G P₁) P₀
  simp only [energy, fock, midpoint, map_smul, map_add, add_mul, mul_sub, Matrix.smul_mul,
    smul_add, trace_add, trace_sub, trace_smul, smul_eq_mul]
  -- the symmetry of `G` removes the mixed terms
  linear_combination (-(c1 - c2 + c3 - c4) + hG P₀ P₁) / 2
```

## Three conservation laws for one step

For a midpoint step, $D$ is a multiple of $[F(M),M]$.

- A commutator has zero trace, so $\operatorname{tr}P_1=\operatorname{tr}P_0$. This is the particle number.
- Cyclicity gives $\operatorname{tr}P_1^2-\operatorname{tr}P_0^2=2\operatorname{tr}(MD)$, which vanishes by the orthogonality relation with $X=M$.
- The energy changes by $\operatorname{tr}(F(M)D)$. This vanishes because $F(M)$ commutes with itself: the relation is used with the two matrices exchanged, which costs a sign and accounts for `neg_sub` in the code.

The symmetry of $G$ enters only in the third law. For a $1\times1$ matrix every commutator is zero, so $P_1=P_0$ and all three laws are trivial.

```lean
/-- With a symmetric mean field, an implicit midpoint step conserves the particle number `tr P`, the
trace of the square `tr P²` and the mean-field energy. -/
theorem midpoint_step_conserves {h : Matrix n n ℂ} {G : Matrix n n ℂ →ₗ[ℂ] Matrix n n ℂ}
    (hG : ∀ A B, trace (A * G B) = trace (B * G A)) {τ : ℝ} {P₀ P₁ : Matrix n n ℂ}
    (hs : IsMidpointStep h G τ P₀ P₁) :
    trace P₁ = trace P₀ ∧ trace (P₁ * P₁) = trace (P₀ * P₀) ∧
      energy h G P₁ = energy h G P₀ := by
  unfold IsMidpointStep at hs
  refine ⟨?_, ?_, ?_⟩
  · -- a commutator has no trace
    have h0 : trace (P₁ - P₀) = 0 := by
      rw [hs, trace_smul, trace_sub, trace_mul_comm, sub_self, smul_zero]
    rw [trace_sub] at h0
    exact sub_eq_zero.mp h0
  · -- the increment is trace-orthogonal to the midpoint
    have h0 : trace (midpoint P₀ P₁ * (P₁ - P₀)) = 0 := by
      rw [hs, Matrix.mul_smul, trace_smul, trace_mul_commutator _ rfl, smul_zero]
    have hc := trace_mul_comm P₀ P₁
    simp only [midpoint, Matrix.smul_mul, smul_add, add_mul, mul_sub, trace_add, trace_sub,
      trace_smul, smul_eq_mul] at h0
    linear_combination 2 * h0 - hc
  · -- the increment is trace-orthogonal to the midpoint Fock matrix
    apply sub_eq_zero.mp
    rw [energy_sub_energy h G hG, hs, Matrix.mul_smul, trace_smul,
      ← neg_sub (midpoint P₀ P₁ * fock h G (midpoint P₀ P₁)), mul_neg, trace_neg,
      trace_mul_commutator _ rfl, neg_zero, smul_zero]
```

The laws bear on real-time Hartree–Fock propagation in a fixed finite basis with a time-independent $h$: there, the step length causes no energy drift as long as the implicit equation is solved exactly. In a calculation, drift can still enter through an incomplete solution, through rounding, or through approximations in the Fock matrix that spoil the linearity or symmetry of $G$.

## Many steps of varying length

Let $P_k$ follow from its predecessor by a step of length $\tau_{k-1}$, with the same $h$ and $G$ throughout. Chaining the equalities by induction on $k$ carries the initial values to every $P_k$.

```lean
/-- With a symmetric mean field, along a propagation with any sequence of step lengths, particle
number, trace of the square and energy keep their initial values. -/
theorem trajectory_conserves {h : Matrix n n ℂ} {G : Matrix n n ℂ →ₗ[ℂ] Matrix n n ℂ}
    (hG : ∀ A B, trace (A * G B) = trace (B * G A)) {τ : ℕ → ℝ} {P : ℕ → Matrix n n ℂ}
    (hs : ∀ k, IsMidpointStep h G (τ k) (P k) (P (k + 1))) (k : ℕ) :
    trace (P k) = trace (P 0) ∧ trace (P k * P k) = trace (P 0 * P 0) ∧
      energy h G (P k) = energy h G (P 0) := by
  induction k with
  | zero => exact ⟨rfl, rfl, rfl⟩
  | succ k ih =>
    obtain ⟨a, b, c⟩ := midpoint_step_conserves hG (hs k)
    exact ⟨a.trans ih.1, b.trans ih.2.1, c.trans ih.2.2⟩
```

## The trace of the cube

With $P_1=M+D/2$ and $P_0=M-D/2$, the terms even in $D$ cancel:

$$\operatorname{tr}P_1^3-\operatorname{tr}P_0^3=3\operatorname{tr}(M^2D)+\tfrac14\operatorname{tr}D^3.$$

The first term vanishes because $M^2$ commutes with $M$. The second also vanishes for one or two levels, where the traceless $D$ has $\operatorname{tr}D^3=0$, but it can remain for three or more. The proof takes `h0` for the vanishing term and four cyclic permutations for the rest. Symmetry of $G$ is not needed.

```lean
/-- In an implicit midpoint step the trace of the cube changes by a quarter of the trace of the
cubed increment. -/
theorem trace_cube_defect {h : Matrix n n ℂ} {G : Matrix n n ℂ →ₗ[ℂ] Matrix n n ℂ} {τ : ℝ}
    {P₀ P₁ : Matrix n n ℂ} (hs : IsMidpointStep h G τ P₀ P₁) :
    trace (P₁ * P₁ * P₁) - trace (P₀ * P₀ * P₀) =
      trace ((P₁ - P₀) * (P₁ - P₀) * (P₁ - P₀)) / 4 := by
  unfold IsMidpointStep at hs
  -- the increment is trace-orthogonal to the squared midpoint
  have h0 : trace (midpoint P₀ P₁ * midpoint P₀ P₁ * (P₁ - P₀)) = 0 := by
    rw [hs, Matrix.mul_smul, trace_smul, trace_mul_commutator _ (mul_assoc _ _ _), smul_zero]
  have h1 := trace_mul_cycle P₀ P₁ P₀
  have h2 := trace_mul_cycle P₀ P₀ P₁
  have h3 := trace_mul_cycle P₁ P₀ P₁
  have h4 := trace_mul_cycle P₁ P₁ P₀
  simp only [midpoint, Matrix.smul_mul, Matrix.mul_smul, smul_add, add_mul, mul_add,
    sub_mul, mul_sub, trace_add, trace_sub, trace_smul, smul_eq_mul] at h0 ⊢
  linear_combination 3 * h0 + (h1 - h2 - h3 + h4) / 2
```

The exact flow of the mean-field equation keeps all eigenvalues of $P$, and with them every trace of a power. The midpoint step keeps the first two such traces, which fix the eigenvalues for two levels but not for three.

## A pure state that loses idempotency

Take levels of energies $1,0,-1$, no mean field, $\tau=2$, and the normalised state $(1,1,1)/\sqrt3$, whose density matrix has all entries $1/3$. For diagonal $h$ each entry evolves separately. With $\omega$ the energy difference of its two levels, an entry above the diagonal is multiplied by

$$\frac{1-i\tau\omega/2}{1+i\tau\omega/2},$$

which is $-i$ for $\omega=1$ and $(-3-4i)/5$ for $\omega=2$. In a pure state the second factor would have to be $(-i)^2=-1$. Correspondingly, the entry of $P_1^2$ in row 0, column 1 has real part $4/45$, while that of $P_1$ has real part $0$.

Lean checks the step and $P_0^2=P_0$ entry by entry, and refutes $P_1^2=P_1$ by that real part. The notation `⟨a, b⟩` means $a+ib$.

```lean
/-- For three levels of energies 1, 0, -1 without mean field, a midpoint step of length 2 takes
an idempotent density matrix to one that is not idempotent. -/
theorem idempotency_can_be_lost :
    let P₀ : Matrix (Fin 3) (Fin 3) ℂ :=
      !![⟨1 / 3, 0⟩, ⟨1 / 3, 0⟩, ⟨1 / 3, 0⟩;
         ⟨1 / 3, 0⟩, ⟨1 / 3, 0⟩, ⟨1 / 3, 0⟩;
         ⟨1 / 3, 0⟩, ⟨1 / 3, 0⟩, ⟨1 / 3, 0⟩]
    let P₁ : Matrix (Fin 3) (Fin 3) ℂ :=
      !![⟨1 / 3, 0⟩, ⟨0, -1 / 3⟩, ⟨-1 / 5, -4 / 15⟩;
         ⟨0, 1 / 3⟩, ⟨1 / 3, 0⟩, ⟨0, -1 / 3⟩;
         ⟨-1 / 5, 4 / 15⟩, ⟨0, 1 / 3⟩, ⟨1 / 3, 0⟩]
    IsMidpointStep !![1, 0, 0; 0, 0, 0; 0, 0, -1] 0 2 P₀ P₁ ∧
      P₀ * P₀ = P₀ ∧ P₁ * P₁ ≠ P₁ := by
  intro P₀ P₁
  refine ⟨?_, ?_, ?_⟩
  · unfold IsMidpointStep fock midpoint
    ext i j
    fin_cases i <;> fin_cases j <;>
      simp [P₀, P₁, Complex.ext_iff] <;> norm_num
  · ext i j
    fin_cases i <;> fin_cases j <;>
      simp [P₀, Matrix.mul_apply, Fin.sum_univ_succ, Complex.ext_iff] <;> norm_num
  · intro hP
    -- compare the real parts of one off-diagonal element
    have h01 := congrArg Complex.re (congrFun (congrFun hP 0) 1)
    simp [P₁, Matrix.mul_apply, Fin.sum_univ_succ] at h01
```

So conserved particle number, $\operatorname{tr}P^2$ and energy do not guarantee that $P$ remains the density matrix of a single determinant. Here $P_1$ is not the density matrix of any physical state. It is Hermitian with $\operatorname{tr}P_1=\operatorname{tr}P_1^2$, so its eigenvalues satisfy $\sum_k\lambda_k(1-\lambda_k)=0$. If all of them lay between 0 and 1, each would be 0 or 1 and $P_1$ would be idempotent. In fact $\det P_1=-4/135$, so one occupation is negative.

## Two sites with an on-site mean field

For a step with a nonzero mean field, let each of two sites feel its own population, $G(B)=\operatorname{diag}(B_{00},B_{11})$. This is the restricted Hartree–Fock field of a two-site Hubbard model with on-site repulsion 1 and two electrons of opposite spin in the same orbital. Each electron feels the other one, $P$ is the density matrix of one spin, and the total energy is $2E(P)$.

```lean
/-- The on-site mean field of a two-site model: each site feels its own population. -/
def siteField : Matrix (Fin 2) (Fin 2) ℂ →ₗ[ℂ] Matrix (Fin 2) (Fin 2) ℂ where
  toFun B := !![B 0 0, 0; 0, B 1 1]
  map_add' A B := by
    ext i j
    fin_cases i <;> fin_cases j <;> simp
  map_smul' c B := by
    ext i j
    fin_cases i <;> fin_cases j <;> simp
```

This $G$ is symmetric, since $\operatorname{tr}(A\,G(B))=A_{00}B_{00}+A_{11}B_{11}$. Take the hopping matrix elements $h_{01}=h_{10}=+1$ (the Hubbard model is often written with $-t$ here), site energies $0$ and $1/2$, $\tau=1$, and

$$P_0=\begin{pmatrix}1&0\\0&0\end{pmatrix},\qquad P_1=\frac12\begin{pmatrix}1&i\\-i&1\end{pmatrix},\qquad M=\frac14\begin{pmatrix}3&i\\-i&1\end{pmatrix}.$$

The mean field $\operatorname{diag}(3/4,1/4)$ levels the two sites, so $F(M)=\tfrac34+\sigma_x$, and

$$-i[\sigma_x,M]=\frac12\begin{pmatrix}-1&i\\-i&1\end{pmatrix}=P_1-P_0.$$

The energy is $1/2$ before and after. The theorem checks the symmetry and the step equation, so the conservation laws apply to a step that really moves the particle.

```lean
/-- The on-site mean field is symmetric, and with hopping 1 and site energies 0 and 1/2 a midpoint
step of length 1 takes a particle on the first site to an equal superposition of both sites. -/
theorem midpoint_step_witness :
    (∀ A B, trace (A * siteField B) = trace (B * siteField A)) ∧
      IsMidpointStep !![0, 1; 1, ⟨1 / 2, 0⟩] siteField 1
        !![1, 0; 0, 0] !![⟨1 / 2, 0⟩, ⟨0, 1 / 2⟩; ⟨0, -1 / 2⟩, ⟨1 / 2, 0⟩] := by
  constructor
  · intro A B
    simp only [siteField, LinearMap.coe_mk, AddHom.coe_mk, trace_fin_two, Matrix.mul_apply,
      Fin.sum_univ_two]
    simp
    ring
  · unfold IsMidpointStep fock midpoint
    ext i j
    fin_cases i <;> fin_cases j <;>
      simp [siteField, Complex.ext_iff] <;> norm_num

end

end ImplicitMidpointDensity
```

```lean
#print axioms ImplicitMidpointDensity.midpoint_step_conserves
-- 'ImplicitMidpointDensity.midpoint_step_conserves' depends on axioms: [propext, Classical.choice, Quot.sound]
#print axioms ImplicitMidpointDensity.trajectory_conserves
-- 'ImplicitMidpointDensity.trajectory_conserves' depends on axioms: [propext, Classical.choice, Quot.sound]
#print axioms ImplicitMidpointDensity.trace_cube_defect
-- 'ImplicitMidpointDensity.trace_cube_defect' depends on axioms: [propext, Classical.choice, Quot.sound]
#print axioms ImplicitMidpointDensity.idempotency_can_be_lost
-- 'ImplicitMidpointDensity.idempotency_can_be_lost' depends on axioms: [propext, Classical.choice, Quot.sound]
```

## A one-sided mean field changes the energy

Keep $P_0$, $P_1$ and $\tau=1$, but let the second site feel the population of the first without any reaction:

$$G(B)=\begin{pmatrix}0&0\\0&B_{00}\end{pmatrix},\qquad h=\begin{pmatrix}3/4&1\\1&0\end{pmatrix}.$$

Again $F(M)=\tfrac34+\sigma_x$, so the same pair is a midpoint step. This $G$ is not symmetric, because $\operatorname{tr}(A\,G(B))=A_{11}B_{00}$. The energies are

$$E(P_0)=\tfrac34,\qquad E(P_1)=\tfrac38+\tfrac12\cdot\tfrac14=\tfrac12.$$

The trace and the trace of the square are still conserved, but the energy falls by $1/4$. This last example is worked by hand and does not appear in the Lean code.
